# Solutions of $\psi''=q\psi$ with real periodic $q$ are bounded when the one-period trace lies strictly between $-2$ and $2$

Let $q$ be real with period $a>0$, and let $u,v$ solve $\psi''=q\psi$ on the whole line with $(u,u')=(1,0)$ and $(v,v')=(0,1)$ at $x=0$. If

$$|u(a)+v'(a)|<2,$$

then for every complex solution $\psi$ there is a constant $M$ such that $|\psi(x)|\le M$ and $|\psi'(x)|\le M$ for all real $x$.

For a particle of mass $m$ and energy $E$ in a periodic potential $V$, the coefficient is $q(x)=2m(V(x)-E)/\hbar^2$. In this non-interacting, one-dimensional model, the inequality marks energies in the interior of a band, where no solution grows along the crystal.

## Testing a trial energy with one unit cell

A one-dimensional band-structure code can use the result as follows. At a trial energy it integrates the first-order system $\psi'=\varphi$, $\varphi'=q\psi$ from $0$ to $a$ twice, once from $(1,0)$ and once from $(0,1)$. The final values are the columns of the transfer matrix

$$T=\begin{pmatrix}A&B\\ C&D\end{pmatrix}=\begin{pmatrix}u(a)&v(a)\\ u'(a)&v'(a)\end{pmatrix}.$$

If $|A+D|<2$, the energy is accepted as lying inside a band, and the Bloch wavenumber $k$ follows from $\cos ka=(A+D)/2$. No integration over many cells is needed to test for growth.

The exact matrix has determinant one, so a computed $AD-BC$ that differs from one reveals an integration error. The converse fails: a symplectic integrator keeps the determinant at one, up to rounding, even when the step is too coarse for an accurate trace. If the computed determinant is $d>0$ and the eigenvalues are a complex conjugate pair, each has modulus $\sqrt d$. If $d\ne1$, repeated multiplication then produces spurious growth ($d>1$) or decay ($d<1$) by a factor of order $d^{n/2}$ after $n$ cells. Close to a band edge, the error in the computed trace must also be smaller than its distance from $\pm2$ before the classification can be trusted.

## A conserved quadratic form bounds the solution

Write a solution as a pair $(\psi,\varphi)$ with $\varphi=\psi'$, and take real solutions first. For two solutions $(\psi,\varphi)$ and $(\chi,\eta)$, the Wronskian $\psi\eta-\varphi\chi$ is constant:

$$(\psi\eta-\varphi\chi)'=\varphi\eta+\psi q\chi-q\psi\chi-\varphi\eta=0.$$

Applied to the pairs $(u,v)$, $(\psi,v)$ and $(u,\psi)$, this gives at every $x$

$$uv'-u'v=1,\qquad \psi v'-\varphi v=\psi(0),\qquad u\varphi-u'\psi=\varphi(0).$$

Multiply the second equation by $u$, the third by $v$, and add. The terms in $\varphi$ cancel, and the first equation leaves $\psi=\psi(0)u+\varphi(0)v$. Using $u'$ and $v'$ as multipliers instead gives $\varphi=\psi(0)u'+\varphi(0)v'$.

If $s$ is any period of $q$, the translate $x\mapsto\psi(x+s)$ is also a solution. Its superposition formula is

$$\psi(x+s)=\psi(s)u(x)+\varphi(s)v(x),\qquad \varphi(x+s)=\psi(s)u'(x)+\varphi(s)v'(x).$$

Now take the Wronskian of $\psi$ with its translate by $a$, and evaluate it at $s$. With $y=\psi(s)$ and $z=\varphi(s)$, it equals

$$y(Cy+Dz)-z(Ay+Bz)=Cy^2+(D-A)yz-Bz^2=:Q(y,z).$$

Since the Wronskian is constant, $Q(\psi(s),\varphi(s))=Q(\psi(0),\varphi(0))=:Q_0$ at every period $s$.

This form controls the size of $(y,z)$. Because $AD-BC=1$, we have $(D-A)^2+4BC=(A+D)^2-4$. Completing the square in $4CQ$ and in $-4BQ$ and adding the results gives

$$\begin{aligned}4(C-B)Q(y,z)={}&(4-(A+D)^2)(y^2+z^2)\\&+(2Cy+(D-A)z)^2+(2Bz-(D-A)y)^2.\end{aligned}$$

The last two terms are non-negative, and $4-(A+D)^2>0$ by hypothesis. Hence

$$\psi(s)^2+\varphi(s)^2\le R^2:=\frac{4(C-B)Q_0}{4-(A+D)^2}.$$

The right-hand side doesn't depend on $s$, so one bound holds at all lattice points.

For a general point, write $x=y+s$, where $s=\lfloor x/a\rfloor a$ and $y$ now denotes the position in the cell $[0,a]$. Let $N$ bound $|u|+|v|+|u'|+|v'|$ on that cell; it exists because the four functions are continuous. The translated superposition formula gives $|\psi(x)|\le RN$ and $|\varphi(x)|\le RN$.

For a complex solution, the real and imaginary parts solve the same equation because $q$ is real. Adding their two bounds completes the argument.

## The complete Lean development

```lean
import Mathlib

open Function

namespace FloquetStability

/-- The pair `(ψ, φ)` solves the stationary wave equation `ψ'' = q ψ` on the whole line,
with `φ = ψ'`. -/
def Solves {E : Type*} [NormedAddCommGroup E] [NormedSpace ℝ E]
    (q : ℝ → ℝ) (ψ φ : ℝ → E) : Prop :=
  ∀ x, HasDerivAt ψ (φ x) x ∧ HasDerivAt φ (q x • ψ x) x

/-- The canonical solutions `u`, `v` with derivatives `du`, `dv`: at the origin
`(u, u') = (1, 0)` and `(v, v') = (0, 1)`. -/
structure CanonicalPair (q u du v dv : ℝ → ℝ) : Prop where
  solU : Solves q u du
  solV : Solves q v dv
  u_zero : u 0 = 1
  du_zero : du 0 = 0
  v_zero : v 0 = 0
  dv_zero : dv 0 = 1

/-- The quadratic form in position `y` and slope `z` built from the entries of the
one-period transfer matrix with rows `(A, B)` and `(C, D)`. -/
def floquetForm (A B C D y z : ℝ) : ℝ := C * y ^ 2 + (D - A) * y * z - B * z ^ 2

variable {q u du v dv ψ φ χ η : ℝ → ℝ} {a s : ℝ}

/-- The Wronskian of two solutions has the same value at any two points. -/
theorem wronskian_const (h₁ : Solves q ψ φ) (h₂ : Solves q χ η) (x y : ℝ) :
    ψ x * η x - φ x * χ x = ψ y * η y - φ y * χ y := by
  have hd : ∀ t, HasDerivAt (fun t => ψ t * η t - φ t * χ t) 0 t := by
    intro t
    have h := ((h₁ t).1.fun_mul (h₂ t).2).fun_sub ((h₁ t).2.fun_mul (h₂ t).1)
    exact h.congr_deriv (by simp only [smul_eq_mul]; ring)
  exact is_const_of_deriv_eq_zero (fun t => (hd t).differentiableAt)
    (fun t => (hd t).deriv) x y

/-- Shifting a solution by a period of the potential gives a solution. -/
theorem Solves.translate (h : Solves q ψ φ) (hs : Periodic q s) :
    Solves q (fun x => ψ (x + s)) (fun x => φ (x + s)) := by
  intro x
  refine ⟨HasDerivAt.comp_add_const x s (h (x + s)).1, ?_⟩
  have h2 := HasDerivAt.comp_add_const x s (h (x + s)).2
  rw [hs x] at h2
  exact h2

/-- Every solution is the superposition of the canonical solutions weighted by its value
and slope at the origin, and likewise for the derivatives. -/
theorem CanonicalPair.superpose (hF : CanonicalPair q u du v dv) (h : Solves q ψ φ) (x : ℝ) :
    ψ x = ψ 0 * u x + φ 0 * v x ∧ φ x = ψ 0 * du x + φ 0 * dv x := by
  have w₁ := wronskian_const hF.solU hF.solV x 0
  have w₂ := wronskian_const h hF.solV x 0
  have w₃ := wronskian_const hF.solU h x 0
  rw [hF.u_zero, hF.du_zero, hF.v_zero, hF.dv_zero] at w₁
  rw [hF.v_zero, hF.dv_zero] at w₂
  rw [hF.u_zero, hF.du_zero] at w₃
  constructor
  · linear_combination (-ψ x) * w₁ + u x * w₂ + v x * w₃
  · linear_combination (-φ x) * w₁ + du x * w₂ + dv x * w₃

/-- After a shift by a period `s`, a solution is the superposition of the canonical solutions
weighted by its value and slope at `s`. -/
theorem CanonicalPair.superpose_shift (hF : CanonicalPair q u du v dv) (h : Solves q ψ φ)
    (hs : Periodic q s) (x : ℝ) :
    ψ (x + s) = ψ s * u x + φ s * v x ∧ φ (x + s) = ψ s * du x + φ s * dv x := by
  have h1 := hF.superpose (h.translate hs) x
  simpa only [zero_add] using h1

/-- The quadratic form of the one-period transfer matrix, evaluated on a solution, has the
same value at every period `s` of the potential as at the origin. -/
theorem floquetForm_invariant (hF : CanonicalPair q u du v dv) (h : Solves q ψ φ)
    (hq : Periodic q a) (hs : Periodic q s) :
    floquetForm (u a) (v a) (du a) (dv a) (ψ s) (φ s)
      = floquetForm (u a) (v a) (du a) (dv a) (ψ 0) (φ 0) := by
  -- the form is the Wronskian of the solution with its translate by one period
  have hw : ψ s * φ (s + a) - φ s * ψ (s + a) = ψ 0 * φ (0 + a) - φ 0 * ψ (0 + a) :=
    wronskian_const h (h.translate hq) s 0
  have e := hF.superpose_shift h hs a
  have e₀ := hF.superpose h a
  rw [add_comm s a, zero_add, e.1, e.2, e₀.1, e₀.2] at hw
  unfold floquetForm
  linear_combination hw

/-- For a matrix of determinant one, `4 - (A + D)²` times the squared length of `(y, z)` is at most
`4 * (C - B)` times the quadratic form. -/
theorem floquetForm_controls {A B C D : ℝ} (hdet : A * D - C * B = 1) (y z : ℝ) :
    (4 - (A + D) ^ 2) * (y ^ 2 + z ^ 2) ≤ 4 * (C - B) * floquetForm A B C D y z := by
  have key : 4 * (C - B) * floquetForm A B C D y z
      = (4 - (A + D) ^ 2) * (y ^ 2 + z ^ 2)
        + (2 * C * y + (D - A) * z) ^ 2 + (2 * B * z - (D - A) * y) ^ 2 := by
    unfold floquetForm
    linear_combination 4 * (y ^ 2 + z ^ 2) * hdet
  linarith [sq_nonneg (2 * C * y + (D - A) * z), sq_nonneg (2 * B * z - (D - A) * y)]

/-- If `q` has period `a > 0` and `|u(a) + v'(a)| < 2`, every real solution is bounded on the whole
line together with its derivative. -/
theorem real_solution_bounded (ha : 0 < a) (hq : Periodic q a)
    (hF : CanonicalPair q u du v dv) (htr : |u a + dv a| < 2) (h : Solves q ψ φ) :
    ∃ M, ∀ x, |ψ x| ≤ M ∧ |φ x| ≤ M := by
  have hdet := wronskian_const hF.solU hF.solV a 0
  rw [hF.u_zero, hF.du_zero, hF.v_zero, hF.dv_zero] at hdet
  have hdet' : u a * dv a - du a * v a = 1 := by linarith
  have hδ : 0 < 4 - (u a + dv a) ^ 2 := by
    obtain ⟨h1, h2⟩ := abs_lt.1 htr
    nlinarith
  -- a common bound inside one cell
  have cu : Continuous u := continuous_iff_continuousAt.2 fun x => (hF.solU x).1.continuousAt
  have cdu : Continuous du := continuous_iff_continuousAt.2 fun x => (hF.solU x).2.continuousAt
  have cv : Continuous v := continuous_iff_continuousAt.2 fun x => (hF.solV x).1.continuousAt
  have cdv : Continuous dv := continuous_iff_continuousAt.2 fun x => (hF.solV x).2.continuousAt
  have cg : Continuous (fun x => |u x| + |v x| + (|du x| + |dv x|)) :=
    (cu.abs.add cv.abs).add (cdu.abs.add cdv.abs)
  obtain ⟨N, hN⟩ := (isCompact_Icc (a := (0 : ℝ)) (b := a)).exists_bound_of_continuousOn
    cg.continuousOn
  -- a common bound at all lattice points
  obtain ⟨R, hR, hlat⟩ : ∃ R : ℝ, 0 ≤ R ∧ ∀ s, Periodic q s → |ψ s| ≤ R ∧ |φ s| ≤ R := by
    refine ⟨√(4 * (du a - v a) * floquetForm (u a) (v a) (du a) (dv a) (ψ 0) (φ 0)
      / (4 - (u a + dv a) ^ 2)), Real.sqrt_nonneg _, fun s hs => ?_⟩
    have hc := floquetForm_controls hdet' (ψ s) (φ s)
    rw [floquetForm_invariant hF h hq hs, mul_comm (4 - (u a + dv a) ^ 2)] at hc
    have hb := (le_div_iff₀ hδ).2 hc
    exact ⟨Real.abs_le_sqrt (by linarith [sq_nonneg (φ s)]),
      Real.abs_le_sqrt (by linarith [sq_nonneg (ψ s)])⟩
  refine ⟨R * N, fun x => ?_⟩
  -- write x as a lattice point plus a position y in the cell
  obtain ⟨s, y, hs, hy, rfl⟩ : ∃ s y, Periodic q s ∧ y ∈ Set.Icc 0 a ∧ x = y + s := by
    have h1 := (le_div_iff₀ ha).1 (Int.floor_le (x / a))
    have h2 := (div_lt_iff₀ ha).1 (Int.lt_floor_add_one (x / a))
    exact ⟨(⌊x / a⌋ : ℝ) * a, x - (⌊x / a⌋ : ℝ) * a, hq.int_mul _,
      ⟨by linarith, by linarith⟩, by ring⟩
  obtain ⟨hY, hZ⟩ := hlat s hs
  have hb := (le_abs_self _).trans (hN y hy)
  have key : ∀ p r : ℝ, |p| + |r| ≤ N → |ψ s * p + φ s * r| ≤ R * N := by
    intro p r hpr
    calc |ψ s * p + φ s * r| ≤ |ψ s * p| + |φ s * r| := abs_add_le _ _
      _ = |ψ s| * |p| + |φ s| * |r| := by rw [abs_mul, abs_mul]
      _ ≤ R * |p| + R * |r| := by gcongr
      _ = R * (|p| + |r|) := by ring
      _ ≤ R * N := mul_le_mul_of_nonneg_left hpr hR
  have e := hF.superpose_shift h hs y
  rw [e.1, e.2]
  exact ⟨key _ _ (by linarith [abs_nonneg (du y), abs_nonneg (dv y)]),
    key _ _ (by linarith [abs_nonneg (u y), abs_nonneg (v y)])⟩

/-- Floquet stability: for an `a`-periodic potential with `|u(a) + v'(a)| < 2`, every complex
wavefunction solving `ψ'' = q ψ` is bounded on the whole line together with its derivative. -/
theorem floquet_stability (ha : 0 < a) (hq : Periodic q a)
    (hF : CanonicalPair q u du v dv) (htr : |u a + dv a| < 2)
    {Ψ Φ : ℝ → ℂ} (h : Solves q Ψ Φ) :
    ∃ M, ∀ x, ‖Ψ x‖ ≤ M ∧ ‖Φ x‖ ≤ M := by
  -- real and imaginary parts solve the same equation
  have part : ∀ L : ℂ →L[ℝ] ℝ, Solves q (fun x => L (Ψ x)) (fun x => L (Φ x)) := by
    intro L x
    have h1 := L.hasFDerivAt.comp_hasDerivAt x (h x).1
    have h2 := L.hasFDerivAt.comp_hasDerivAt x (h x).2
    rw [L.map_smul] at h2
    exact ⟨h1, h2⟩
  obtain ⟨M₁, h₁⟩ := real_solution_bounded ha hq hF htr (part Complex.reCLM)
  obtain ⟨M₂, h₂⟩ := real_solution_bounded ha hq hF htr (part Complex.imCLM)
  exact ⟨M₁ + M₂, fun x =>
    ⟨(Complex.norm_le_abs_re_add_abs_im _).trans (add_le_add (h₁ x).1 (h₂ x).1),
      (Complex.norm_le_abs_re_add_abs_im _).trans (add_le_add (h₁ x).2 (h₂ x).2)⟩⟩

/-- If `q` has period `a`, `|u(a) + v'(a)| = 2` and `v(a) ≠ 0`, the canonical solution `v` is
unbounded. -/
theorem band_edge_unbounded (hq : Periodic q a) (hF : CanonicalPair q u du v dv)
    (htr : |u a + dv a| = 2) (hv : v a ≠ 0) : ¬ ∃ M, ∀ x, |v x| ≤ M := by
  have hdet := wronskian_const hF.solU hF.solV a 0
  rw [hF.u_zero, hF.du_zero, hF.v_zero, hF.dv_zero] at hdet
  obtain ⟨ε, hε⟩ : ∃ ε : ℝ, u a + dv a = 2 * ε := ⟨(u a + dv a) / 2, by ring⟩
  have habs : |ε| = 1 := by
    rw [hε, abs_mul, abs_two] at htr
    linarith
  have hsq : ε ^ 2 = 1 := by rw [← sq_abs, habs]; norm_num
  -- the double Floquet multiplier ε produces linear growth
  have grow : ∀ n : ℕ, v (n * a) = n * ε ^ (n + 1) * v a ∧
      dv (n * a) = ε ^ n + n * ε ^ (n + 1) * (dv a - ε) := by
    intro n
    induction n with
    | zero => simp [hF.v_zero, hF.dv_zero]
    | succ n ih =>
      have e := hF.superpose_shift hF.solV (hq.nat_mul n) a
      have hn : ((n + 1 : ℕ) : ℝ) * a = a + n * a := by push_cast; ring
      rw [hn, e.1, e.2, ih.1, ih.2]
      push_cast
      constructor
      · linear_combination (n * ε ^ n * ε * v a) * hε - (ε ^ n * v a) * hsq
      · linear_combination (-(n * ε ^ n * ε)) * hdet + (n * ε ^ n * ε * dv a) * hε
          + (-(ε ^ n * dv a) + (n + 1) * ε ^ n * ε) * hsq
  rintro ⟨M, hM⟩
  obtain ⟨n, hn⟩ := exists_nat_gt (M / |v a|)
  have h1 := (div_lt_iff₀ (abs_pos.2 hv)).1 hn
  have h2 := hM (n * a)
  rw [(grow n).1, abs_mul, abs_mul, abs_pow, habs, one_pow, mul_one, Nat.abs_cast] at h2
  linarith

end FloquetStability
```

```lean
#print axioms FloquetStability.real_solution_bounded
#print axioms FloquetStability.floquet_stability
#print axioms FloquetStability.band_edge_unbounded
```

```
'FloquetStability.real_solution_bounded' depends on axioms: [propext, Classical.choice, Quot.sound]
'FloquetStability.floquet_stability' depends on axioms: [propext, Classical.choice, Quot.sound]
'FloquetStability.band_edge_unbounded' depends on axioms: [propext, Classical.choice, Quot.sound]
```

## How the Lean objects encode the wave equation

`Solves q ψ φ` says that at every real point $\psi$ has derivative $\varphi$ and $\varphi$ has derivative $q\psi$. The same definition serves real solutions and complex wavefunctions, while `q` always takes real values. `CanonicalPair` collects the equations and initial data for $u$ and $v$, with `du` and `dv` standing for $u'$ and $v'$. `floquetForm` is the form $Q$; the "position" `y` in its docstring is the value of the wavefunction, not a point in space.

In `floquet_stability`, the hypothesis `Periodic q a` means $q(x+a)=q(x)$ for all $x$; $a$ need not be the smallest period. The hypothesis `htr` is the trace condition, and `Ψ`, `Φ` are the complex wavefunction and its derivative. The conclusion supplies one `M` for both functions and all positions. This constant may depend on the solution, which carries no normalisation. Lengths are treated as dimensionless numbers, so a value and a slope can share a bound.

## From constant Wronskians to a uniform bound

`wronskian_const` differentiates the Wronskian and uses the fact that a function with zero derivative is constant. `CanonicalPair.superpose` combines three such identities through `linear_combination`, with the multipliers used in the derivation. No uniqueness theorem for differential equations is needed. `Solves.translate` and `CanonicalPair.superpose_shift` handle the shift by a period.

`floquetForm_invariant` identifies $Q$ with the Wronskian of a solution and its translate. `floquetForm_controls` proves the sum-of-squares identity and discards the two squares. In `real_solution_bounded`, compactness of $[0,a]$ supplies $N$, a square root supplies $R$, and the floor function splits $x$ into a lattice point and a cell position. `floquet_stability` applies this result to the real and imaginary parts.

`band_edge_unbounded` treats the equality case. Put $\varepsilon=(u(a)+v'(a))/2$, so that $\varepsilon=\pm1$. Induction on the number of cells, carried out for $v$ and $v'$ together, gives

$$v(na)=n\,\varepsilon^{n+1}v(a),\qquad v'(na)=\varepsilon^n+n\,\varepsilon^{n+1}(v'(a)-\varepsilon).$$

If $v(a)\ne0$, then $|v(na)|=n|v(a)|$ exceeds every proposed bound.

## Exact traces, jumps in the potential and band edges

The theorem concerns exact solutions. It covers neither a discretised equation nor rounding error, and a computed trace establishes its hypothesis only together with an error estimate that places the exact trace strictly between $-2$ and $2$.

The existence of $u$ and $v$ is assumed. For continuous $q$, the standard theory of linear differential equations provides them. Continuity isn't itself a hypothesis, but the equation must hold at every point, and this excludes potentials with jumps, such as square wells, as well as delta combs. At a jump, $u$ and $v$ cannot both vanish, so $u''$ or $v''$ would have to jump too, which the derivative of an everywhere differentiable function cannot do. A transfer-matrix code can treat such potentials with matching conditions at the interfaces, but the theorem as stated doesn't cover that case.

At a trace of exactly $\pm2$, the file proves growth only when $v(a)\ne0$. The free particle at zero energy is an example: $q=0$, $u=1$ and $v=x$, so the trace is $2$ and $v$ grows linearly. With $q=-(2\pi/a)^2$ the trace is again $2$, but $v(a)=0$ and every solution is a bounded combination of a sine and a cosine. A trace of $2$ alone therefore doesn't decide whether all solutions are bounded. Traces of modulus greater than $2$, which occur in the gaps and below the lowest band, are not treated.
